# A measurable surface response within C q² of 1 + 2 q z0 has its image plane at z0

Q: Take a unit charge at distance z > 0 from a reference plane at a metal surface, outside the surface's electrons. Let g(q) be the static response at in-plane wave number q: an applied potential that grows outwards as exp(qz) induces the potential -g(q) exp(-qz) outside the electrons. Suppose that g(q) = 1 + 2 q z0 for a fixed length z0. In atomic units the energy of the charge is

V(z) = -(1/2) ∫_{q>0} g(q) exp(-2qz) dq.

What does the linear term do?

A: It moves the image plane. The two integrals needed are 1/(2z) and 1/(2z)², so

V(z) = -1/(4z) - z0/(4z²).

These are the first two terms, in powers of 1/z, of the classical image energy -1/(4(z - z0)) for a mirror plane at z0.

Q: Real surfaces don't have a linear g. What survives?

A: Everything up to order 1/z², provided that g stays close to that line. Assume |g(q) - 1 - 2 q z0| ≤ C q² for all q > 0, and write r(q) = g(q) - 1 - 2 q z0. The substitution t = 2qz, followed by n integrations by parts, gives

∫_{q>0} qⁿ exp(-2qz) dq = n!/(2z)ⁿ⁺¹.

The cases n = 0 and n = 1 account for 1 + 2 q z0, which leaves

D(z) = V(z) + 1/(4z) + z0/(4z²) = -(1/2) ∫_{q>0} r(q) exp(-2qz) dq.

The case n = 2 bounds the rest:

|D(z)| ≤ (C/2) · 2/(2z)³ = C/(8z³).

Q: That is an expansion about z = ∞. Where does it single out a plane?

A: Try a mirror plane at any position a. For z > 0 and z > a,

1/(4(z - a)) = 1/(4z) + a/(4z²) + a²/(4z²(z - a)).

Add V(z) and multiply by z²:

z² (V(z) + 1/(4(z - a))) = z² D(z) + (a - z0)/4 + a²/(4(z - a)).

The first term is at most C/(8z) in size and the last also vanishes as z → ∞. The limit is (a - z0)/4, which is zero exactly when a = z0.

The scaling is where a mistake comes easily. With a factor z in place of z², the limit would be zero for every a, and the statement would say nothing about the position of the plane.

Q: Now the formal version. What physics is in the definition, and what has been assumed?

A: The definition is the integral above. A component of the charge's field decays by exp(-qz) on the way to the surface, and the induced field decays by the same factor on the way back. The prefactor 1/2 is the usual one for the energy of a charge in the field that it has itself induced.

```lean
import Mathlib

open MeasureTheory Set Filter Topology

namespace ImagePlane

/-- Potential energy, in atomic units, of a unit charge at distance `z` from a surface whose
static response to the wave number `q` is `g q`. -/
noncomputable def imagePotential (g : ℝ → ℝ) (z : ℝ) : ℝ :=
  -(1 / 2) * ∫ q in Ioi (0 : ℝ), g q * Real.exp (-2 * q * z)
```

In `imagePotential`, `Ioi (0 : ℝ)` is the half line q > 0, so values of g elsewhere are irrelevant. Both z and z0 are measured outwards from one reference plane, and z0 may have either sign.

The hypothesis `hg` says that g is measurable on q > 0, up to a null set. The hypothesis `hb` is the quadratic estimate, and it carries the physics. The leading 1 stands for the complete screening of long wavelengths by a metal; an ordinary dielectric is not covered. The length z0 stands for the centroid of the charge induced by a weak uniform static field. The constant C limits how strongly the response departs from the straight line. None of these is derived from an electronic model.

Q: So a microscopic surface enters only through g?

A: Yes. The model is static, linear and laterally averaged, with a classical external charge. Within those limits, the result fixes the origin of the long-range image tail in the energy of such a charge. It is not a statement about the exchange-correlation potential that an electron feels outside the surface.

Q: Does `hb` at least admit a sharp classical mirror at z0?

A: Only on one side. Such a mirror has g(q) = exp(2 q z0). For z0 ≤ 0 the estimate holds with C = 2 z0². For z0 > 0 the exponential outgrows every quadratic, and the integral diverges for 0 < z ≤ z0. Measuring from a reference plane at the mirror or outside it avoids the problem, since the new z0 is then zero or negative. No theorem here covers this comparison.

Q: Then take me through the proof. Where do the moments come from?

A: From Mathlib's Gamma integral, with exponent parameter n + 1 and decay rate 2z. The rest of `moment` turns the real powers into natural ones and Gamma into a factorial.

```lean
/-- For `z > 0`, the `n`-th moment of the decay factor `exp (-2qz)` over wave numbers `q > 0`
is `n! / (2z)^(n+1)`. -/
theorem moment (n : ℕ) {z : ℝ} (hz : 0 < z) :
    ∫ q in Ioi (0 : ℝ), q ^ n * Real.exp (-2 * q * z)
      = (n.factorial : ℝ) / (2 * z) ^ (n + 1) := by
  have h := Real.integral_rpow_mul_exp_neg_mul_Ioi (a := (n : ℝ) + 1) (r := 2 * z)
    (by positivity) (by positivity)
  have e : (1 / (2 * z)) ^ ((n : ℝ) + 1) = 1 / (2 * z) ^ (n + 1) := by
    rw [← Nat.cast_succ, Real.rpow_natCast, one_div_pow]
  rw [Real.Gamma_nat_eq_factorial, e] at h
  calc ∫ q in Ioi (0 : ℝ), q ^ n * Real.exp (-2 * q * z)
      = ∫ q in Ioi (0 : ℝ), q ^ ((n : ℝ) + 1 - 1) * Real.exp (-(2 * z * q)) := by
        refine setIntegral_congr_fun measurableSet_Ioi (fun q _ => ?_)
        have e' : -2 * q * z = -(2 * z * q) := by ring
        simp only [e', add_sub_cancel_right, Real.rpow_natCast]
    _ = _ := by rw [h]; ring
```

Q: A formula for an integral doesn't show that the integral converges.

A: In Lean it does here, by a short argument. The integral of a non-integrable function is set to 0, whereas `moment` gives a positive value, so the integrand must be integrable.

```lean
/-- For `z > 0`, every power of the wave number times `exp (-2qz)` is integrable over `q > 0`. -/
theorem integrable_moment (n : ℕ) {z : ℝ} (hz : 0 < z) :
    Integrable (fun q : ℝ => q ^ n * Real.exp (-2 * q * z)) (volume.restrict (Ioi 0)) := by
  by_contra h
  have h1 := moment n hz
  rw [integral_undef h] at h1
  have h2 : 0 < (n.factorial : ℝ) / (2 * z) ^ (n + 1) := by positivity
  linarith
```

Q: And the remainder r(q)?

A: `remainder_le` multiplies the estimate in `hb` by the positive factor exp(-2qz). The result holds for almost every q in the half line, which is the form that the integration lemmas take.

```lean
/-- If the response differs from `1 + 2 q z0` by at most `C q²` for all `q > 0`, then for almost
every `q > 0` the difference times `exp (-2qz)` is at most `C q² exp (-2qz)` in size. -/
theorem remainder_le {g : ℝ → ℝ} {z0 C : ℝ}
    (hb : ∀ q > 0, |g q - 1 - 2 * q * z0| ≤ C * q ^ 2) (z : ℝ) :
    ∀ᵐ q ∂(volume.restrict (Ioi (0 : ℝ))),
      ‖(g q - 1 - 2 * q * z0) * Real.exp (-2 * q * z)‖
        ≤ C * (q ^ 2 * Real.exp (-2 * q * z)) := by
  filter_upwards [ae_restrict_mem measurableSet_Ioi] with q hq
  rw [norm_mul, Real.norm_eq_abs, Real.norm_of_nonneg (Real.exp_pos _).le, ← mul_assoc]
  exact mul_le_mul_of_nonneg_right (hb q hq) (Real.exp_pos _).le
```

The next lemma is the formula for D(z). `Integrable.mono'` makes the remainder integrable, because C q² exp(-2qz) dominates it; this is where measurability is used. The integrand is then written as remainder plus image term plus shift, `integral_add` separates the three, and `moment` evaluates the last two.

```lean
/-- For a measurable response within `C q²` of `1 + 2 q z0` and for `z > 0`, the deviation of the
potential from `-1/(4z) - z0/(4z²)` comes from the remainder of the response alone. -/
theorem imagePotential_remainder {g : ℝ → ℝ} {z0 C z : ℝ}
    (hg : AEStronglyMeasurable g (volume.restrict (Ioi 0)))
    (hb : ∀ q > 0, |g q - 1 - 2 * q * z0| ≤ C * q ^ 2) (hz : 0 < z) :
    imagePotential g z + 1 / (4 * z) + z0 / (4 * z ^ 2)
      = -(1 / 2) * ∫ q in Ioi (0 : ℝ), (g q - 1 - 2 * q * z0) * Real.exp (-2 * q * z) := by
  have hr : Integrable (fun q : ℝ => (g q - 1 - 2 * q * z0) * Real.exp (-2 * q * z))
      (volume.restrict (Ioi 0)) := by
    refine Integrable.mono' ((integrable_moment 2 hz).const_mul C) ?_ (remainder_le hb z)
    exact ((hg.sub aestronglyMeasurable_const).sub
      (by fun_prop : Continuous fun q : ℝ => 2 * q * z0).aestronglyMeasurable).mul
      (by fun_prop : Continuous fun q : ℝ => Real.exp (-2 * q * z)).aestronglyMeasurable
  have i0 := integrable_moment 0 hz
  have i1 : Integrable (fun q : ℝ => 2 * z0 * (q ^ 1 * Real.exp (-2 * q * z)))
      (volume.restrict (Ioi 0)) := (integrable_moment 1 hz).const_mul _
  have i01 : Integrable (fun q : ℝ => (g q - 1 - 2 * q * z0) * Real.exp (-2 * q * z)
      + q ^ 0 * Real.exp (-2 * q * z)) (volume.restrict (Ioi 0)) := hr.add i0
  -- split the response into image term, shift and remainder
  have e : (fun q : ℝ => g q * Real.exp (-2 * q * z)) = fun q =>
      ((g q - 1 - 2 * q * z0) * Real.exp (-2 * q * z) + q ^ 0 * Real.exp (-2 * q * z))
        + 2 * z0 * (q ^ 1 * Real.exp (-2 * q * z)) := by
    funext q; ring
  rw [imagePotential, e, integral_add i01 i1, integral_add hr i0, integral_const_mul,
    moment 0 hz, moment 1 hz]
  simp only [Nat.factorial_zero, Nat.factorial_one, Nat.cast_one]
  ring
```

Q: So the error bound is now one line?

A: Nearly. The norm of the integral is at most the integral of the dominating function, which is C · 2/(2z)³, and the prefactor 1/2 turns this into C/(8z³). As a statement about the integral, the bound holds at every z > 0. The integral is the energy of the charge only where the charge is clear of the surface's electrons.

```lean
/-- If the response is measurable and within `C q²` of `1 + 2 q z0` for all `q > 0`, then at every
`z > 0` the potential is within `C/(8z³)` of `-1/(4z) - z0/(4z²)`. -/
theorem imagePotential_bound {g : ℝ → ℝ} {z0 C z : ℝ}
    (hg : AEStronglyMeasurable g (volume.restrict (Ioi 0)))
    (hb : ∀ q > 0, |g q - 1 - 2 * q * z0| ≤ C * q ^ 2) (hz : 0 < z) :
    |imagePotential g z + 1 / (4 * z) + z0 / (4 * z ^ 2)| ≤ C / (8 * z ^ 3) := by
  have h := norm_integral_le_of_norm_le ((integrable_moment 2 hz).const_mul C)
    (remainder_le hb z)
  rw [integral_const_mul, moment 2 hz, Real.norm_eq_abs] at h
  simp only [Nat.factorial_two, Nat.cast_ofNat] at h
  rw [imagePotential_remainder hg hb hz, abs_mul, abs_neg,
    abs_of_pos (by norm_num : (0 : ℝ) < 1 / 2)]
  refine (mul_le_mul_of_nonneg_left h (by norm_num)).trans (le_of_eq ?_)
  ring
```

Q: Is the 1/8 an artefact of crude estimates?

A: No. For g(q) = 1 + 2 q z0 + C q² the deviation is exactly -C/(8z³), so for C ≥ 0 the bound is attained. The theorem allows C of either sign, which is why its proof verifies the hypothesis with |C|.

```lean
/-- The error bound is attained: for the response `1 + 2 q z0 + C q²` and `z > 0` the deviation
is exactly `-C/(8z³)`. -/
theorem imagePotential_quadratic (z0 C : ℝ) {z : ℝ} (hz : 0 < z) :
    imagePotential (fun q => 1 + 2 * q * z0 + C * q ^ 2) z + 1 / (4 * z) + z0 / (4 * z ^ 2)
      = -(C / (8 * z ^ 3)) := by
  have hb : ∀ q > 0, |(1 + 2 * q * z0 + C * q ^ 2) - 1 - 2 * q * z0| ≤ |C| * q ^ 2 := by
    intro q _
    have e : (1 + 2 * q * z0 + C * q ^ 2) - 1 - 2 * q * z0 = C * q ^ 2 := by ring
    exact le_of_eq (by rw [e, abs_mul, abs_of_nonneg (sq_nonneg q)])
  have e2 : ∫ q in Ioi (0 : ℝ), ((1 + 2 * q * z0 + C * q ^ 2) - 1 - 2 * q * z0)
      * Real.exp (-2 * q * z) = C * ∫ q in Ioi (0 : ℝ), q ^ 2 * Real.exp (-2 * q * z) := by
    rw [← integral_const_mul]
    congr 1
    funext q
    ring
  calc _ = -(1 / 2) * ∫ q in Ioi (0 : ℝ), ((1 + 2 * q * z0 + C * q ^ 2) - 1 - 2 * q * z0)
        * Real.exp (-2 * q * z) := imagePotential_remainder
          (by fun_prop : Continuous fun q : ℝ =>
            1 + 2 * q * z0 + C * q ^ 2).aestronglyMeasurable hb hz
    _ = _ := by
      rw [e2, moment 2 hz]
      simp only [Nat.factorial_two, Nat.cast_ofNat]
      ring
```

Q: Next, the trial plane.

A: `tendsto_trial_plane` follows the three-term identity. `h1` squeezes z² D(z) with the bound C/(8z), `h2` sends a²/(4(z - a)) to zero, and `h3` adds the constant (a - z0)/4. The closing algebra checks the identity for z > 0 and z > a, which is enough for a limit at infinity.

```lean
/-- For a measurable response within `C q²` of `1 + 2 q z0`, the deviation from a classical image
potential with trial plane `a`, scaled by `z²`, tends to `(a - z0)/4` far from the surface. -/
theorem tendsto_trial_plane {g : ℝ → ℝ} {z0 C : ℝ}
    (hg : AEStronglyMeasurable g (volume.restrict (Ioi 0)))
    (hb : ∀ q > 0, |g q - 1 - 2 * q * z0| ≤ C * q ^ 2) (a : ℝ) :
    Tendsto (fun z => z ^ 2 * (imagePotential g z + 1 / (4 * (z - a)))) atTop
      (𝓝 ((a - z0) / 4)) := by
  have h1 : Tendsto (fun z => z ^ 2 * (imagePotential g z + 1 / (4 * z) + z0 / (4 * z ^ 2)))
      atTop (𝓝 0) := by
    refine squeeze_zero_norm' (a := fun z => C / 8 / z) ?_ (tendsto_id.const_div_atTop (C / 8))
    filter_upwards [eventually_gt_atTop 0] with z hz
    rw [Real.norm_eq_abs, abs_mul, abs_of_pos (pow_pos hz 2)]
    refine (mul_le_mul_of_nonneg_left (imagePotential_bound hg hb hz)
      (sq_nonneg z)).trans (le_of_eq ?_)
    field_simp
  have h2 : Tendsto (fun z : ℝ => a ^ 2 / 4 / (z + -a)) atTop (𝓝 0) :=
    (tendsto_atTop_add_const_right atTop (-a) tendsto_id).const_div_atTop _
  have h3 := (h1.add h2).add_const ((a - z0) / 4)
  rw [add_zero, zero_add] at h3
  refine h3.congr' ?_
  -- expand the shifted image potential in powers of 1/z
  filter_upwards [eventually_gt_atTop 0, eventually_gt_atTop a] with z hz ha
  have hza : z - a ≠ 0 := (sub_pos.2 ha).ne'
  rw [← sub_eq_add_neg z a]
  field_simp
  ring
```

Q: And uniqueness?

A: In `image_plane_iff`, `Tendsto ... atTop (𝓝 0)` says that the scaled deviation tends to 0 as z → ∞. If it does, uniqueness of limits gives (a - z0)/4 = 0, hence a = z0. Conversely, putting a = z0 makes the known limit zero.

```lean
/-- For a measurable response within `C q²` of `1 + 2 q z0`, the classical image potential
`-1/(4(z - a))` is correct up to terms smaller than `1/z²` exactly when `a = z0`. -/
theorem image_plane_iff {g : ℝ → ℝ} {z0 C : ℝ}
    (hg : AEStronglyMeasurable g (volume.restrict (Ioi 0)))
    (hb : ∀ q > 0, |g q - 1 - 2 * q * z0| ≤ C * q ^ 2) (a : ℝ) :
    Tendsto (fun z => z ^ 2 * (imagePotential g z + 1 / (4 * (z - a)))) atTop (𝓝 0)
      ↔ a = z0 := by
  have h := tendsto_trial_plane hg hb a
  constructor
  · intro h0
    have := tendsto_nhds_unique h h0
    linarith
  · rintro rfl
    simpa only [sub_self, zero_div] using h
```

Q: My remaining objection is to "for all q > 0". A small-q expansion is all that I would ever know.

A: Then you need some control of g at larger q as well, and boundedness is enough. Suppose that |g(q)| ≤ M for all q > 0, and that the quadratic estimate holds only for 0 < q < q1. For q ≥ q1 we have q/q1 ≥ 1, so

|r(q)| ≤ M + 1 + 2 q |z0| ≤ ((M + 1)/q1² + 2|z0|/q1) q².

The larger of this constant and C works for every q > 0, and the previous theorem applies. The Lean proof splits into the same two ranges of q.

```lean
/-- For a bounded measurable response it is enough that `g q` is within `C q²` of `1 + 2 q z0` at
small wave numbers `0 < q < q1`: the classical image potential `-1/(4(z - z0))` is then correct up
to terms smaller than `1/z²`. -/
theorem image_plane_of_bounded {g : ℝ → ℝ} {z0 C M q1 : ℝ}
    (hg : AEStronglyMeasurable g (volume.restrict (Ioi 0)))
    (hM : ∀ q > 0, |g q| ≤ M) (hq1 : 0 < q1)
    (hb : ∀ q > 0, q < q1 → |g q - 1 - 2 * q * z0| ≤ C * q ^ 2) :
    Tendsto (fun z => z ^ 2 * (imagePotential g z + 1 / (4 * (z - z0)))) atTop (𝓝 0) := by
  have hM0 : 0 ≤ M := (abs_nonneg _).trans (hM q1 hq1)
  refine (image_plane_iff (C := max C ((M + 1) / q1 ^ 2 + 2 * |z0| / q1)) hg ?_ z0).2 rfl
  intro q hq
  rcases lt_or_ge q q1 with h | h
  · exact (hb q hq h).trans (mul_le_mul_of_nonneg_right (le_max_left _ _) (sq_nonneg q))
  · -- at large q boundedness of the response gives the quadratic estimate
    refine le_trans ?_ (mul_le_mul_of_nonneg_right (le_max_right _ _) (sq_nonneg q))
    have ht : 1 ≤ q / q1 := (one_le_div hq1).2 h
    have e : ((M + 1) / q1 ^ 2 + 2 * |z0| / q1) * q ^ 2
        = (M + 1) * (q / q1) ^ 2 + 2 * |z0| * q * (q / q1) := by
      field_simp
    have h1 : (M + 1) * 1 ≤ (M + 1) * (q / q1) ^ 2 :=
      mul_le_mul_of_nonneg_left (one_le_pow₀ ht) (by linarith)
    have h2 : 2 * |z0| * q * 1 ≤ 2 * |z0| * q * (q / q1) :=
      mul_le_mul_of_nonneg_left ht (by positivity)
    have h3 := mul_le_mul_of_nonneg_left (le_abs_self z0) hq.le
    have h4 := mul_le_mul_of_nonneg_left (neg_abs_le z0) hq.le
    obtain ⟨h5, h6⟩ := abs_le.1 (hM q hq)
    rw [e, abs_le]
    constructor <;> linarith

end ImagePlane
```

```lean
#print axioms ImagePlane.imagePotential_quadratic
#print axioms ImagePlane.image_plane_of_bounded
```

```
'ImagePlane.imagePotential_quadratic' depends on axioms: [propext, Classical.choice, Quot.sound]
'ImagePlane.image_plane_of_bounded' depends on axioms: [propext, Classical.choice, Quot.sound]
```

Q: How would I meet z0 in a calculation?

A: One way is by extrapolation. Compute g(q) at a few small wave numbers and form (g(q) - 1)/(2q). By the quadratic estimate this differs from z0 by at most C q/2, so its limit as q → 0 is the image plane. If the applied potential has to repeat with a square surface cell of side L, its smallest nonzero wave number is 2π/L, so a small cell leaves a long way to extrapolate. The centroid of the charge induced by a weak uniform field gives z0 without this extrapolation.
